# Doubly factorised two-electron integrals as a tensor hypercontraction with a block-diagonal core

In tensor hypercontraction, a two-electron integral tensor is written as `∑ μ ν, X_pμ X_qμ Z_μν X_rν X_sν`, with a factor `X` and a core `Z`. The theorem `thc_core` takes for `X` the columns of finitely many real square matrices `U^t` set side by side, and for `Z` the block-diagonal matrix whose block `t` is the outer product of a real vector `c^t` with itself; the `U^t` need not be orthogonal. It states that the tensor is then a sum over a single block index `t` and two column indices, and that it equals the Cholesky sum `∑ t, L^t_pq L^t_rs` with `L^t = U^t diag(c^t) U^tᵀ`. The proof first expands the definitions to get the explicit sum, then compares it with the Cholesky sum block by block, using the entry formula `rotatedDiagonal_apply`.

Lean 4 with Mathlib refuses this proof:

```lean
import Mathlib

open Matrix

namespace ThcCore

noncomputable section

variable {n τ : Type*} [Fintype n] [Fintype τ]

/-- Two-electron integrals `(pq|rs) = ∑ t, L^t_pq L^t_rs` built from Cholesky matrices. -/
def choleskyERI (L : τ → Matrix n n ℝ) (p q r s : n) : ℝ :=
  ∑ t, L t p q * L t r s

/-- The hypercontracted tensor `∑ μ ν, X_pμ X_qμ Z_μν X_rν X_sν` with factor `X` and core `Z`. -/
def thc {m : Type*} [Fintype m] (X : Matrix n m ℝ) (Z : Matrix m m ℝ) (p q r s : n) : ℝ :=
  ∑ μ, ∑ ν, X p μ * X q μ * Z μ ν * X r ν * X s ν

/-- The factor matrix that places the columns of all the matrices `U^t` side by side. -/
def factor (U : τ → Matrix n n ℝ) : Matrix n (n × τ) ℝ :=
  Matrix.of fun p μ => U μ.2 p μ.1

/-- The block-diagonal core whose block `t` is the outer product of `c^t` with itself. -/
def core [DecidableEq τ] (c : τ → n → ℝ) : Matrix (n × τ) (n × τ) ℝ :=
  Matrix.blockDiagonal fun t => Matrix.vecMulVec (c t) (c t)

/-- The matrix `U diag(c) Uᵀ`. -/
def rotatedDiagonal [DecidableEq n] (U : Matrix n n ℝ) (c : n → ℝ) : Matrix n n ℝ :=
  U * Matrix.diagonal c * Uᵀ

variable [DecidableEq n]

/-- The entries of `U diag(c) Uᵀ` are `∑ k, U_pk c_k U_qk`. -/
theorem rotatedDiagonal_apply (U : Matrix n n ℝ) (c : n → ℝ) (p q : n) :
    rotatedDiagonal U c p q = ∑ k, U p k * c k * U q k := by
  unfold rotatedDiagonal
  rw [Matrix.mul_apply]
  simp only [Matrix.mul_diagonal, Matrix.transpose_apply]

/-- With the block-diagonal core, the hypercontracted tensor is the Cholesky sum over the
matrices `U^t diag(c^t) U^tᵀ`, and it has a single sum over the blocks `t`. -/
theorem thc_core [DecidableEq τ] (U : τ → Matrix n n ℝ) (c : τ → n → ℝ) (p q r s : n) :
    thc (factor U) (core c) p q r s =
        ∑ t, ∑ k, ∑ l, U t p k * U t q k * c t k * c t l * U t r l * U t s l ∧
      thc (factor U) (core c) p q r s =
        choleskyERI (fun t => rotatedDiagonal (U t) (c t)) p q r s := by
  have h : thc (factor U) (core c) p q r s =
      ∑ t, ∑ k, ∑ l, U t p k * U t q k * c t k * c t l * U t r l * U t s l := by
    simp only [thc, core, factor, Fintype.sum_prod_type, Matrix.blockDiagonal_apply,
      Matrix.vecMulVec_apply, Matrix.of_apply, mul_ite, ite_mul, mul_zero, zero_mul,
      Finset.sum_ite_eq, Finset.mem_univ, if_true]
    rw [Finset.sum_comm]
    refine Finset.sum_congr rfl fun t _ => Finset.sum_congr rfl fun k _ =>
      Finset.sum_congr rfl fun l _ => ?_
    ring
  refine ⟨h, h.trans ?_⟩
  unfold choleskyERI
  refine Finset.sum_congr rfl fun t _ => ?_
  rw [rotatedDiagonal_apply, rotatedDiagonal_apply, Finset.sum_mul_sum]
  refine Finset.sum_congr rfl fun k _ => Finset.sum_congr rfl fun l _ => ?_
  ring

end

end ThcCore
```

The error:

```
Main.lean:59:6: error: Tactic `rewrite` failed: Did not find an occurrence of the pattern
  rotatedDiagonal ?U ?c ?p ?q
in the target expression
  ∑ k, ∑ l, U t p k * U t q k * c t k * c t l * U t r l * U t s l =
    (fun t => rotatedDiagonal (U t) (c t)) t p q * (fun t => rotatedDiagonal (U t) (c t)) t r s

n : Type u_1
τ : Type u_2
inst✝³ : Fintype n
inst✝² : Fintype τ
inst✝¹ : DecidableEq n
inst✝ : DecidableEq τ
U : τ → Matrix n n ℝ
c : τ → n → ℝ
p q r s : n
h : thc (factor U) (core c) p q r s = ∑ t, ∑ k, ∑ l, U t p k * U t q k * c t k * c t l * U t r l * U t s l
t : τ
x✝ : t ∈ Finset.univ
⊢ ∑ k, ∑ l, U t p k * U t q k * c t k * c t l * U t r l * U t s l =
    (fun t => rotatedDiagonal (U t) (c t)) t p q * (fun t => rotatedDiagonal (U t) (c t)) t r s

Note: The target expression is not type-correct under the `implicit` transparency level, which may have triggered the failure. This is usually caused by unfolding of semireducible definitions in prior tactic steps. Use `set_option linter.tacticCheckInstances true` to investigate the source of the issue.
Full error:
  function expected
    U t p
```

What went wrong. The error says that `rw` found no instance of `rotatedDiagonal ?U ?c ?p ?q` in the goal. The matrices were passed to `choleskyERI` as a function of `t`, and after `unfold` and `Finset.sum_congr` each factor on the right still reads `(fun t => rotatedDiagonal (U t) (c t)) t p q`. This is a function not yet applied to its argument, so `rotatedDiagonal` does not stand at the head of the term with its four arguments, and `rw` does not carry out that application before it searches.

The repair replaces the `rw` with `simp only` and the same two lemmas. `simp only` beta-reduces the factors to `rotatedDiagonal (U t) (c t) p q` and the like, so `rotatedDiagonal_apply` rewrites both, and `Finset.sum_mul_sum` turns the product of sums into the double sum that the next step compares term by term.

Lean's note that the goal is not type-correct under `implicit` transparency offers only a possible cause, and the repair does nothing aimed at it.

After these edits no error is left:

```diff
@@ -57,5 +57,5 @@
   unfold choleskyERI
   refine Finset.sum_congr rfl fun t _ => ?_
-  rw [rotatedDiagonal_apply, rotatedDiagonal_apply, Finset.sum_mul_sum]
+  simp only [rotatedDiagonal_apply, Finset.sum_mul_sum]
   refine Finset.sum_congr rfl fun k _ => Finset.sum_congr rfl fun l _ => ?_
   ring
```
